# A linear kick with nonzero time step always preserves phase-space volume, but is symplectic only if its force matrix is symmetric

Suppose someone checks the momentum update of a molecular dynamics integrator by computing the determinant of its Jacobian, finds 1, and concludes that the update is symplectic. If the force is not the gradient of an energy, the conclusion can be false. The usual argument for good long-time energy behaviour needs the symplectic form to be preserved, and with more than one position coordinate a unit determinant does not guarantee that. The question arises in simulations whose forces are fitted directly and not derived from an energy; here it is settled for a single kick by a linear force.

The kick with time step $h$ leaves the positions $q$ alone and changes the momenta $p$:
$$(q,p)\mapsto(q,\;p+hF(q)),\qquad F(q)=-Hq,$$
with $H$ a real square matrix. For $h\neq0$ its determinant is 1 whatever $H$ is, and it is symplectic exactly when $H$ is symmetric, which is exactly when $F$ has a potential. The conditions behind these statements are taken one at a time below.

## The force is linear in the positions

Physically, $F(q)=-Hq$ is the force to first order in the displacement from an equilibrium placed at the origin, with $H$ the matrix of force constants. The letter $H$ does not stand for a Hamiltonian. It is a Hessian only when the force comes from an energy, and no symmetry is assumed in advance.

In Lean, the finite type `n` labels the position coordinates, so $N$ particles in space have $3N$ labels. A configuration is a function `n → ℝ`, `*ᵥ` is matrix times vector, and `⬝ᵥ` is the dot product.

```lean
import Mathlib

open Matrix

namespace LinearKick

noncomputable section

variable {n : Type*} [Fintype n]

/-- The linear force `F(q) = -H q`. -/
def linearForce (H : Matrix n n ℝ) (q : n → ℝ) : n → ℝ := -(H *ᵥ q)
```

Linearity enters the derivation through $F(tq)=tF(q)$, which makes the work along a ray from the origin easy to integrate. The proof of `potential_eq` below uses it in the same place. With a constant force $b\neq0$ added, a potential would gain the term $-b\cdot q$ and would no longer be purely quadratic up to a constant.

For a differentiable nonlinear force, one would take $-H$ to be the Jacobian of $F$ at a given configuration. That linearisation is the step from this model to a real force field which the theorems leave open.

## The potential gives the force in every direction

A force is conservative if some function $V$ satisfies $F=-\nabla V$. The definition says this through directional derivatives: at every $q$ and along every $v$, the function $t\mapsto V(q+tv)$ has derivative $-v\cdot F(q)=v\cdot Hq$ at $t=0$. `HasDerivAt f f' x` says that `f` has derivative `f'` at `x`. Nothing else is asked of $V$.

```lean
/-- The linear force of `H` is conservative if it is minus the gradient of some potential `V`,
the gradient being tested by directional derivatives at every point. -/
def IsConservative (H : Matrix n n ℝ) : Prop :=
  ∃ V : (n → ℝ) → ℝ, ∀ q v : n → ℝ,
    HasDerivAt (fun t : ℝ => V (q + t • v)) (-(v ⬝ᵥ linearForce H q)) 0
```

The natural candidate for a potential is $E(q)=\tfrac12\,q\cdot Hq$. It is defined for every $H$, so despite its name `quadraticEnergy` need not be the energy of the force.

```lean
/-- The quadratic energy `q · H q / 2`. -/
def quadraticEnergy (H : Matrix n n ℝ) (q : n → ℝ) : ℝ := (q ⬝ᵥ H *ᵥ q) / 2
```

Along a line,
$$E(q+tv)=\tfrac12\,q\cdot Hq+\tfrac t2\,(q\cdot Hv+v\cdot Hq)+\tfrac{t^2}{2}\,v\cdot Hv,$$
so the derivative at $t=0$ is $\tfrac12(q\cdot Hv+v\cdot Hq)$. The Lean proof establishes this expansion as `e`, then differentiates the linear and quadratic terms as `h1` and `h2`.

```lean
/-- The directional derivative of the quadratic energy at `q` along `v` is
`(q · H v + v · H q) / 2`, for any square matrix `H`. -/
theorem hasDerivAt_quadraticEnergy (H : Matrix n n ℝ) (q v : n → ℝ) :
    HasDerivAt (fun t : ℝ => quadraticEnergy H (q + t • v))
      ((q ⬝ᵥ H *ᵥ v + v ⬝ᵥ H *ᵥ q) / 2) 0 := by
  -- along a line the energy is a quadratic polynomial in `t`
  have e : (fun t : ℝ => quadraticEnergy H (q + t • v)) = fun t : ℝ =>
      (q ⬝ᵥ H *ᵥ q) / 2 + t * ((q ⬝ᵥ H *ᵥ v + v ⬝ᵥ H *ᵥ q) / 2)
        + t ^ 2 * ((v ⬝ᵥ H *ᵥ v) / 2) := by
    funext t
    simp only [quadraticEnergy, Matrix.mulVec_add, Matrix.mulVec_smul, dotProduct_add,
      add_dotProduct, smul_dotProduct, dotProduct_smul, smul_eq_mul]
    ring
  rw [e]
  have h1 := ((hasDerivAt_id' (0 : ℝ)).mul_const
    ((q ⬝ᵥ H *ᵥ v + v ⬝ᵥ H *ᵥ q) / 2)).const_add ((q ⬝ᵥ H *ᵥ q) / 2)
  have h2 := ((hasDerivAt_id' (0 : ℝ)).fun_pow 2).mul_const ((v ⬝ᵥ H *ᵥ v) / 2)
  exact (h1.fun_add h2).congr_deriv (by simp)
```

Now let $V$ be any potential of $F$. Along the ray through $q$,
$$\frac{d}{dt}V(tq)=q\cdot H(tq)=t\,q\cdot Hq .$$
Hence $V(tq)-\tfrac{t^2}{2}\,q\cdot Hq$ has zero derivative and is constant. Comparing $t=1$ with $t=0$ gives $V(q)=V(0)+E(q)$.

The definition supplies derivatives only at parameter zero, so the step `ray` writes $sq=tq+(s-t)q$ and applies the chain rule to the shift $s\mapsto s-t$. The step `flat` subtracts the quadratic term, and `is_const_of_deriv_eq_zero` compares the two end points.

```lean
/-- Any potential of the linear force of `H` equals the quadratic energy up to a constant. -/
theorem potential_eq (H : Matrix n n ℝ) (V : (n → ℝ) → ℝ)
    (hV : ∀ q v : n → ℝ,
      HasDerivAt (fun t : ℝ => V (q + t • v)) (-(v ⬝ᵥ linearForce H q)) 0)
    (q : n → ℝ) : V q = V 0 + quadraticEnergy H q := by
  -- derivative of the potential along the ray through `q`
  have ray : ∀ t : ℝ, HasDerivAt (fun s : ℝ => V (s • q)) (t * (q ⬝ᵥ H *ᵥ q)) t := by
    intro t
    have h1 : HasDerivAt (fun s : ℝ => s - t) 1 t := (hasDerivAt_id' t).sub_const t
    have h0 : HasDerivAt (fun s : ℝ => V (t • q + s • q))
        (-(q ⬝ᵥ linearForce H (t • q))) (t - t) := by
      rw [sub_self]
      exact hV (t • q) q
    have e : (fun s : ℝ => V (s • q)) =
        (fun s : ℝ => V (t • q + s • q)) ∘ (fun s : ℝ => s - t) := by
      funext s
      exact congrArg V (by module)
    rw [e]
    have h2 : HasDerivAt ((fun s : ℝ => V (t • q + s • q)) ∘ (fun s : ℝ => s - t))
        (-(q ⬝ᵥ linearForce H (t • q)) * 1) t := by
      refine HasDerivAt.comp t ?_ h1
      exact h0
    exact h2.congr_deriv (by
      simp [linearForce, Matrix.mulVec_smul, dotProduct_smul])
  -- subtracting the quadratic energy leaves a constant
  have flat : ∀ t : ℝ, HasDerivAt
      (fun s : ℝ => V (s • q) - s ^ 2 * ((q ⬝ᵥ H *ᵥ q) / 2)) 0 t := by
    intro t
    have h2 := ((hasDerivAt_id' t).fun_pow 2).mul_const ((q ⬝ᵥ H *ᵥ q) / 2)
    exact ((ray t).fun_sub h2).congr_deriv (by norm_num; ring)
  have c := is_const_of_deriv_eq_zero (fun t => (flat t).differentiableAt)
    (fun t => (flat t).deriv) 1 0
  simp only [one_smul, zero_smul] at c
  unfold quadraticEnergy
  linarith
```

This argument uses only derivatives along the ray; the other directions are needed next, to show that $H$ is symmetric. If the condition were imposed only for $v$ parallel to $q$, every $H$ would pass with $V=E$, because the derivative of $E$ at $q$ along $q$ is $q\cdot Hq$ for any $H$.

## The force matrix is symmetric

Symmetry means that the force on coordinate $i$ per unit displacement of coordinate $j$ equals the force on $j$ per unit displacement of $i$. It is one side of an equivalence here, and is not built into the definition of a conservative force.

Suppose first that $V$ is a potential. Since $V=V(0)+E$, the derivative at $q$ along $v$ can be written in two ways:
$$v\cdot Hq=\tfrac12\,(q\cdot Hv+v\cdot Hq).$$
Therefore $q\cdot Hv=v\cdot Hq$ for all $q$ and $v$. Taking $q=e_j$ and $v=e_i$, the unit vectors along coordinates $j$ and $i$, gives $H_{ji}=H_{ij}$.

Conversely, if $H$ is symmetric, then $q\cdot Hv=v\cdot Hq$, and the derivative of $E$ becomes $v\cdot Hq=-v\cdot F(q)$. So $E$ is a potential.

In the first half of the proof, `h1.unique` equates the two derivatives, `key` records the resulting identity, and the vectors `Pi.single` pick out the matrix entries. In the second half, `s` is the identity obtained from symmetry.

```lean
variable [DecidableEq n]

/-- A linear force `-H q` is conservative exactly when `H` is symmetric. -/
theorem isConservative_iff_isSymm (H : Matrix n n ℝ) : IsConservative H ↔ H.IsSymm := by
  constructor
  · rintro ⟨V, hV⟩
    have key : ∀ q v : n → ℝ, q ⬝ᵥ H *ᵥ v = v ⬝ᵥ H *ᵥ q := by
      intro q v
      have e : (fun t : ℝ => V (q + t • v)) =
          fun t : ℝ => V 0 + quadraticEnergy H (q + t • v) := by
        funext t
        exact potential_eq H V hV _
      have h1 := hV q v
      rw [e] at h1
      -- the two expressions for the directional derivative must agree
      have h2 := h1.unique ((hasDerivAt_quadraticEnergy H q v).const_add (V 0))
      simp only [linearForce, dotProduct_neg, neg_neg] at h2
      linarith
    refine Matrix.IsSymm.ext fun i j => ?_
    have h3 := key (Pi.single j 1) (Pi.single i 1)
    simpa using h3
  · intro hH
    refine ⟨quadraticEnergy H, fun q v => ?_⟩
    have s : q ⬝ᵥ H *ᵥ v = v ⬝ᵥ H *ᵥ q := by
      rw [Matrix.dotProduct_mulVec, ← Matrix.mulVec_transpose, hH.eq, dotProduct_comm]
    refine (hasDerivAt_quadraticEnergy H q v).congr_deriv ?_
    simp only [linearForce, dotProduct_neg, neg_neg]
    linarith
```

Without symmetry there is no potential. The antisymmetric part of $H$ drops out of $E$ but still contributes to the force.

## The kick acts on canonical coordinates, with a force independent of the momenta

Phase-space vectors list positions first and momenta second, which is the index type `n ⊕ n`. The call `fromBlocks A B C D` builds the matrix with block rows $(A,B)$ and $(C,D)$. The symplectic form has the matrix
$$J=\begin{pmatrix}0&I\\-I&0\end{pmatrix},$$
and a linear map $S$ is symplectic if $S^{\mathsf T}JS=J$. Choosing the opposite sign for $J$ would give the same condition.

```lean
/-- The matrix `J` of the canonical symplectic form on positions and momenta. -/
def symplecticForm : Matrix (n ⊕ n) (n ⊕ n) ℝ := fromBlocks 0 1 (-1) 0

/-- A linear phase-space map `S` is symplectic if `Sᵀ J S = J`. -/
def IsSymplectic (S : Matrix (n ⊕ n) (n ⊕ n) ℝ) : Prop :=
  Sᵀ * symplecticForm * S = symplecticForm
```

The kick is the matrix
$$S=\begin{pmatrix}I&0\\-hH&I\end{pmatrix}.$$

```lean
/-- The kick matrix with block rows `(I, 0)` and `(-hH, I)`. -/
def kick (h : ℝ) (H : Matrix n n ℝ) : Matrix (n ⊕ n) (n ⊕ n) ℝ :=
  fromBlocks 1 0 (-(h • H)) 1
```

The next theorem confirms that this matrix carries out the intended update. `Sum.elim q p` is the stacked vector $(q,p)$, and its image is $(q,\,p+hF(q))$.

```lean
/-- The kick leaves the positions alone and adds `h` times the force to the momenta. -/
theorem kick_mulVec (h : ℝ) (H : Matrix n n ℝ) (q p : n → ℝ) :
    kick h H *ᵥ Sum.elim q p = Sum.elim q (p + h • linearForce H q) := by
  rw [kick, Matrix.fromBlocks_mulVec]
  simp [linearForce, Matrix.neg_mulVec, Matrix.smul_mulVec, add_comm]
```

The matrix is block triangular with identities on the diagonal, so $\det S=\det I\cdot\det I=1$, with no condition on $H$ or $h$. This relies on the force being independent of the momenta. With a friction force $-\gamma p$ added, where $\gamma$ is a friction coefficient, the lower right block would be $(1-h\gamma)I$ and the determinant would be a power of $1-h\gamma$.

Whether the symplectic form survives is a matter of block multiplication:
$$S^{\mathsf T}J=\begin{pmatrix}I&-hH^{\mathsf T}\\0&I\end{pmatrix}\begin{pmatrix}0&I\\-I&0\end{pmatrix}=\begin{pmatrix}hH^{\mathsf T}&I\\-I&0\end{pmatrix},$$
$$S^{\mathsf T}JS=\begin{pmatrix}h(H^{\mathsf T}-H)&I\\-I&0\end{pmatrix}=J+\begin{pmatrix}h(H^{\mathsf T}-H)&0\\0&0\end{pmatrix}.$$
The kick thus changes the form only between pairs of position displacements, by an amount proportional to the antisymmetric part of $H$. The theorem `kick_defect` states this identity. Its proof multiplies out the blocks and compares them one by one, using `fromBlocks_inj`.

```lean
/-- A kick changes the symplectic form by `h (Hᵀ - H)` in the position-position block
and by nothing elsewhere. -/
theorem kick_defect (h : ℝ) (H : Matrix n n ℝ) :
    (kick h H)ᵀ * symplecticForm * kick h H =
      symplecticForm + fromBlocks (h • (Hᵀ - H)) 0 0 0 := by
  simp only [kick, symplecticForm, fromBlocks_transpose, fromBlocks_multiply, fromBlocks_add]
  rw [fromBlocks_inj]
  refine ⟨?_, ?_, ?_, ?_⟩ <;> simp [sub_eq_add_neg]
```

## The time step is nonzero

The number $h$ is the time for which the force acts in the kick. It may be negative, as in backward integration.

By hand, the condition $h\neq0$ is used once. If $S$ is symplectic, the defect vanishes, so $h(H^{\mathsf T}-H)=0$; dividing by $h$ gives $H^{\mathsf T}=H$. In the other direction, a symmetric $H$ makes the defect zero for any $h$.

The theorem states the determinant and the equivalence together. Lean evaluates the determinant by simplification from the block form. For the equivalence, `e1` says that the defect matrix is zero, `e2` reads off its position-position block, and `resolve_left hh` excludes the case $h=0$.

```lean
/-- A kick with nonzero time step `h` has determinant 1 for every `H`, and it is symplectic
exactly when `H` is symmetric. -/
theorem kick_det_and_symplectic_iff {h : ℝ} (hh : h ≠ 0) (H : Matrix n n ℝ) :
    (kick h H).det = 1 ∧ (IsSymplectic (kick h H) ↔ H.IsSymm) := by
  refine ⟨by simp [kick], ?_⟩
  unfold IsSymplectic
  rw [kick_defect]
  constructor
  · intro e
    have e1 := add_left_cancel (e.trans (add_zero _).symm)
    -- read off the position-position block of the defect
    have e2 : h • (Hᵀ - H) = 0 := by
      ext i j
      exact congrFun (congrFun e1 (Sum.inl i)) (Sum.inl j)
    exact sub_eq_zero.mp ((smul_eq_zero.mp e2).resolve_left hh)
  · intro hs
    simp [hs.eq]
```

At $h=0$ the kick is the identity, which is symplectic even when $H$ is not symmetric, so the equivalence would fail for every such $H$.

Chaining this equivalence with the earlier one removes the matrix condition from the statement: for $h\neq0$, the kick is symplectic exactly when its linear force has a potential.

```lean
/-- A kick with nonzero time step is symplectic exactly when its linear force is
conservative. -/
theorem kick_symplectic_iff_conservative {h : ℝ} (hh : h ≠ 0) (H : Matrix n n ℝ) :
    IsSymplectic (kick h H) ↔ IsConservative H :=
  (kick_det_and_symplectic_iff hh H).2.trans (isConservative_iff_isSymm H).symm
```

## Two position coordinates are enough for the two properties to separate

With a single position coordinate, $H$ is a number and hence symmetric, so every linear kick is symplectic. A one-dimensional trial problem therefore cannot reveal the difference between preserving volume and preserving the form.

In the plane, take
$$H=\begin{pmatrix}0&1\\-1&0\end{pmatrix},\qquad F(x,y)=(-y,x).$$
This force swirls around the origin. Its work over one anticlockwise turn of the unit circle is $\oint(-y\,dx+x\,dy)=2\pi$, whereas a force with a potential would do none. The defect block is
$$h(H^{\mathsf T}-H)=h\begin{pmatrix}0&-2\\2&0\end{pmatrix},$$
which is nonzero for $h\neq0$, while the determinant of the kick is still 1.

In Lean, `!![0, 1; -1, 0]` is this $H$, with rows and columns numbered from 0. The proof takes the determinant from the general theorem. If the kick were symplectic, $H$ would be symmetric, and comparing the two off-diagonal entries would give $-1=1$.

```lean
/-- In the plane, the kick by the swirling force `F(x, y) = (-y, x)` with nonzero time step
has determinant 1 but is not symplectic. -/
theorem swirl_kick {h : ℝ} (hh : h ≠ 0) :
    (kick h !![0, 1; -1, 0]).det = 1 ∧ ¬ IsSymplectic (kick h !![0, 1; -1, 0]) := by
  obtain ⟨hdet, hiff⟩ := kick_det_and_symplectic_iff hh !![0, 1; -1, 0]
  refine ⟨hdet, fun hs => ?_⟩
  have h1 := (hiff.mp hs).apply 0 1
  norm_num at h1

end

end LinearKick
```

```lean
#print axioms LinearKick.kick_mulVec
#print axioms LinearKick.kick_symplectic_iff_conservative
#print axioms LinearKick.swirl_kick
```

```
'LinearKick.kick_mulVec' depends on axioms: [propext, Classical.choice, Quot.sound]
'LinearKick.kick_symplectic_iff_conservative' depends on axioms: [propext, Classical.choice, Quot.sound]
'LinearKick.swirl_kick' depends on axioms: [propext, Classical.choice, Quot.sound]
```
